# A Jacobian with positive quadratic form makes the multisecant projection uniquely solvable for independent steps

## Steps, residuals and signs

Let $x$ be the vector being iterated, for example the density in a self-consistent-field (SCF) calculation, and let $\Phi(x)$ be the output obtained from the input $x$. The residual is taken as input minus output,

$$f(x) = x - \Phi(x),$$

so a fixed point $x_*$ has $f(x_*)=0$. To first order near the fixed point, the residual is linear in the error $e = x - x_*$, that is $f = Ae$, where the Jacobian is $A = 1 - \Phi'$ with $\Phi'$ taken at $x_*$.

Vector components are labelled by a finite index set $n$ and stored steps by a finite index set $m$. The columns of the $n\times m$ matrix $S$ are differences of iterates computed so far, and the columns of $Y$ are the corresponding differences of residuals. In the linear regime $Y = AS$. All entries are real, and $\langle u, v\rangle = u^T v$ is the plain dot product.

The multisecant method treated here chooses coefficients $g$, one for each stored step, so that the reduced residual $f - Yg$ is orthogonal to every stored step:

$$S^T(f - Yg) = 0 .$$

With a mixing parameter $\beta$, the associated approximation to the inverse Jacobian is

$$H = \beta + (S - \beta Y)(S^TY)^{-1}S^T ,$$

and the next iterate is $x - Hf$. Both the coefficients and $H$ depend on the small matrix $S^TY$, which must be invertible.

## What positivity of the Jacobian means

The condition placed on $A$ is

$$\langle v, Av\rangle > 0 \quad\text{for all } v \neq 0 .$$

Since $A = 1-\Phi'$, this says $\langle v, \Phi' v\rangle < \langle v, v\rangle$: no change of the input is returned along its own direction at full strength or more. Symmetry of $A$ is not required. For a non-symmetric $A$, however, positive eigenvalues do not suffice. The matrix with rows $(1,4)$ and $(0,1)$ has only the eigenvalue $1$, yet $v=(1,-1)$ gives $\langle v,Av\rangle = -2$.

## Unique coefficients for every residual

**Statement.** Let $A$ satisfy the positivity condition, let $S$ have linearly independent columns, and let $Y = AS$. Then $S^TY$ is invertible, and for each $f$ there is exactly one $g$ with $S^T(f-Yg)=0$.

Take $g \neq 0$. The columns of $S$ are independent, so $Sg \neq 0$, and therefore

$$g^T(S^TAS)g = \langle Sg, A\,Sg\rangle > 0 .$$

The compressed Jacobian $S^TAS = S^TY$ thus inherits positivity. Suppose it sent two different vectors $a$ and $b$ to the same image. With $d = a-b \neq 0$ we would have $S^TY d = 0$, hence $d^T(S^TY)d = 0$, which contradicts positivity. So $S^TY$ is injective, and an injective square matrix is invertible.

Expanding the projection condition gives the linear system

$$(S^TY)\,g = S^Tf ,$$

whose only solution is $g = (S^TY)^{-1}S^Tf$.

For linearised density mixing in a finite basis, this means that the coefficients are well defined whatever the current residual is, provided that the Jacobian is positive in the above sense and the stored steps are independent.

## The secant equations and the mixing step

Whenever $S^TY$ is invertible, $H$ reproduces all stored steps from their residual differences:

$$HY = \beta Y + (S-\beta Y)(S^TY)^{-1}S^TY = \beta Y + S - \beta Y = S .$$

If $g$ solves the projection condition for $f$, then $(S^TY)^{-1}S^Tf = g$, so

$$Hf = \beta f + (S-\beta Y)g = Sg + \beta(f - Yg).$$

The first term is the correction within the span of the stored steps. The second is simple mixing applied to the reduced residual.

## Energy minimisation for a symmetric Jacobian

Now let $A$ also be symmetric and let $f = Ae$. Write $r = e - Sg$ for the error left by the projected coefficients. For any other coefficients $h \neq g$, set $d = g-h$, so that $e - Sh = r + Sd$. Then

$$\langle r+Sd, A(r+Sd)\rangle = \langle r,Ar\rangle + \langle r,A\,Sd\rangle + \langle Sd,Ar\rangle + \langle Sd,A\,Sd\rangle .$$

The third term is $d^TS^T(Ae - ASg) = d^TS^T(f-Yg) = 0$. By symmetry the second term equals the third and vanishes too. The last term is positive because $Sd \neq 0$. Hence $g$ gives a strictly lower value of the quadratic energy $\langle v,Av\rangle$ than any other $h$. This energy measures the error of the corrected vector $x - Sg$, before the mixing term $\beta(f-Yg)$ is subtracted; it is not the total electronic energy. The Jacobian of density mixing is in general not symmetric in the plain dot product, so this minimum property cannot be taken for granted there.

## Breakdown for an invertible but indefinite Jacobian

Take $A = \mathrm{diag}(1,-1)$ and the single step $S = (1,1)^T$. Then $Y = AS = (1,-1)^T$ and

$$S^TY = 1 - 1 = 0 .$$

For the residual $f=(1,0)$ the small system reads $0\cdot g = 1$, which has no solution. Invertibility of $A$ is therefore not enough, even with one nonzero step.

## The two lines in a mixing code

With an array library such as NumPy, the update with the present sign of the residual is

```python
g = solve(S.T @ Y, S.T @ f)
x = x - S @ g - beta * (f - Y @ g)
```

The linear system has one unknown per stored step, and neither $A$ nor $H$ is formed as an $n\times n$ matrix. With a single step $s$ and residual difference $y$, the first line reduces to $g = \langle s,f\rangle/\langle s,y\rangle$, and the breakdown above is a zero denominator. If a code defines the residual as output minus input, both `f` and `Y` change sign: `g` stays the same, and the last term is added instead of subtracted. A code that minimises $|f-Yg|$ imposes a different condition on the coefficients, $Y^T(f-Yg)=0$.

## The statement in Lean

The types `n` and `m` are the two index sets, and `Matrix n m ℝ` is the type of $S$ and $Y$. The symbol `*ᵥ` applies a matrix to a vector, and `⬝ᵥ` is the dot product. `HasPositiveForm A` is the positivity condition, with no symmetry built in. `LinearIndependent ℝ S.col` says that the columns of $S$ are independent, and `ProjectionCondition S Y f g` is the orthogonality condition.

In `multisecant_wellPosed`, the hypothesis `hY : Y = A * S` expresses the linear regime, `IsUnit (Sᵀ * Y)` is invertibility, and `∃!` means that exactly one $g$ exists. The two theorems about `inverseJacobian` do not mention $A$: they assume that $S^TY$ is invertible, wherever that comes from, and `inverseJacobian_mulVec` also assumes that $g$ solves the projection condition. Symmetry appears solely in `projection_minimises_energy`, as `A.IsSymm`.

In a nonlinear SCF cycle, the residual differences are generally not given exactly by the Jacobian at the fixed point, so $Y = AS$ with that $A$ is then an approximation. Positivity of $A$ is likewise assumed, not derived from an electronic model. The theorems concern a single projection and give no convergence rate for the iteration, nor any bound on the conditioning of $S^TY$.

```lean
import Mathlib

open Matrix

namespace MultisecantProjection

noncomputable section

variable {n m : Type*} [Fintype n] [Fintype m]

/-- The Jacobian `A`, symmetric or not, has a positive quadratic form:
`⟨v, A v⟩ > 0` for every nonzero `v`. -/
def HasPositiveForm (A : Matrix n n ℝ) : Prop :=
  ∀ v : n → ℝ, v ≠ 0 → 0 < v ⬝ᵥ A *ᵥ v

/-- The coefficients `g` make the reduced residual `f - Y g` orthogonal to all stored
steps, the columns of `S`. -/
def ProjectionCondition (S Y : Matrix n m ℝ) (f : n → ℝ) (g : m → ℝ) : Prop :=
  Sᵀ *ᵥ (f - Y *ᵥ g) = 0

/-- The multisecant inverse Jacobian `β + (S - β Y) (Sᵀ Y)⁻¹ Sᵀ` with mixing parameter `β`,
meant for invertible `Sᵀ Y`. -/
def inverseJacobian [DecidableEq n] [DecidableEq m] (β : ℝ) (S Y : Matrix n m ℝ) :
    Matrix n n ℝ :=
  β • (1 : Matrix n n ℝ) + (S - β • Y) * (Sᵀ * Y)⁻¹ * Sᵀ

omit [Fintype n] in
/-- A combination of linearly independent steps with nonzero coefficients `g` is a
nonzero step. -/
theorem step_ne_zero {S : Matrix n m ℝ} (hS : LinearIndependent ℝ S.col)
    {g : m → ℝ} (hg : g ≠ 0) : S *ᵥ g ≠ 0 := by
  intro h0
  apply hg
  apply Matrix.mulVec_injective_iff.2 hS
  show S *ᵥ g = S *ᵥ 0
  rw [h0, Matrix.mulVec_zero]

/-- If `A` has a positive quadratic form and the steps are linearly independent, the
compressed Jacobian `Sᵀ A S` has a positive quadratic form too. -/
theorem compressed_hasPositiveForm {A : Matrix n n ℝ} (hA : HasPositiveForm A)
    {S : Matrix n m ℝ} (hS : LinearIndependent ℝ S.col) :
    HasPositiveForm (Sᵀ * (A * S)) := by
  intro g hg
  have key : g ⬝ᵥ (Sᵀ * (A * S)) *ᵥ g = (S *ᵥ g) ⬝ᵥ A *ᵥ (S *ᵥ g) := by
    rw [← Matrix.mulVec_mulVec, ← Matrix.mulVec_mulVec, Matrix.dotProduct_mulVec,
      Matrix.vecMul_transpose]
  rw [key]
  exact hA _ (step_ne_zero hS hg)

/-- The projection condition is the small linear system `(Sᵀ Y) g = Sᵀ f`. -/
theorem projectionCondition_iff (S Y : Matrix n m ℝ) (f : n → ℝ) (g : m → ℝ) :
    ProjectionCondition S Y f g ↔ (Sᵀ * Y) *ᵥ g = Sᵀ *ᵥ f := by
  unfold ProjectionCondition
  rw [Matrix.mulVec_sub, Matrix.mulVec_mulVec, sub_eq_zero]
  exact eq_comm

/-- Let `A` have a positive quadratic form, let the steps `S` be linearly independent, and
let `Y = A S`. Then `Sᵀ Y` is invertible, and each residual `f` has exactly one `g` with
`Sᵀ (f - Y g) = 0`. -/
theorem multisecant_wellPosed [DecidableEq m] {A : Matrix n n ℝ} (hA : HasPositiveForm A)
    {S Y : Matrix n m ℝ} (hS : LinearIndependent ℝ S.col) (hY : Y = A * S) :
    IsUnit (Sᵀ * Y) ∧ ∀ f : n → ℝ, ∃! g : m → ℝ, ProjectionCondition S Y f g := by
  subst hY
  -- a positive quadratic form leaves no room for a kernel
  have hinj : Function.Injective (Sᵀ * (A * S)).mulVec := by
    intro a b hab
    by_contra hne
    have hpos := compressed_hasPositiveForm hA hS (a - b) (sub_ne_zero.2 hne)
    have h0 : (Sᵀ * (A * S)) *ᵥ (a - b) = 0 := by
      rw [Matrix.mulVec_sub]
      exact sub_eq_zero.2 hab
    rw [h0, dotProduct_zero] at hpos
    exact lt_irrefl _ hpos
  have hunit : IsUnit (Sᵀ * (A * S)) := Matrix.mulVec_injective_iff_isUnit.1 hinj
  have hdet := (Matrix.isUnit_iff_isUnit_det _).1 hunit
  refine ⟨hunit, fun f => ⟨(Sᵀ * (A * S))⁻¹ *ᵥ (Sᵀ *ᵥ f), ?_, ?_⟩⟩
  · refine (projectionCondition_iff _ _ _ _).2 ?_
    rw [Matrix.mulVec_mulVec, Matrix.mul_nonsing_inv _ hdet, Matrix.one_mulVec]
  · intro g hg
    rw [← (projectionCondition_iff _ _ _ _).1 hg, Matrix.mulVec_mulVec,
      Matrix.nonsing_inv_mul _ hdet, Matrix.one_mulVec]

/-- If `Sᵀ Y` is invertible, the multisecant inverse Jacobian `H` satisfies all stored
secant equations at once, `H Y = S`. -/
theorem inverseJacobian_secant [DecidableEq n] [DecidableEq m] (β : ℝ)
    {S Y : Matrix n m ℝ} (h : IsUnit (Sᵀ * Y)) : inverseJacobian β S Y * Y = S := by
  have hdet := (Matrix.isUnit_iff_isUnit_det _).1 h
  unfold inverseJacobian
  rw [Matrix.add_mul, Matrix.smul_mul, Matrix.one_mul, Matrix.mul_assoc _ Sᵀ Y,
    Matrix.mul_assoc, Matrix.nonsing_inv_mul _ hdet, Matrix.mul_one]
  exact add_sub_cancel _ _

/-- If `Sᵀ Y` is invertible and `g` solves the projection condition for `f`, the multisecant
inverse Jacobian sends `f` to `S g + β (f - Y g)`. -/
theorem inverseJacobian_mulVec [DecidableEq n] [DecidableEq m] (β : ℝ)
    {S Y : Matrix n m ℝ} (h : IsUnit (Sᵀ * Y)) {f : n → ℝ} {g : m → ℝ}
    (hg : ProjectionCondition S Y f g) :
    inverseJacobian β S Y *ᵥ f = S *ᵥ g + β • (f - Y *ᵥ g) := by
  have hdet := (Matrix.isUnit_iff_isUnit_det _).1 h
  -- the small linear system returns the coefficients g
  have hsolve : (Sᵀ * Y)⁻¹ *ᵥ (Sᵀ *ᵥ f) = g := by
    rw [← (projectionCondition_iff _ _ _ _).1 hg, Matrix.mulVec_mulVec,
      Matrix.nonsing_inv_mul _ hdet, Matrix.one_mulVec]
  unfold inverseJacobian
  rw [Matrix.add_mulVec, ← Matrix.mulVec_mulVec, ← Matrix.mulVec_mulVec, hsolve]
  simp only [Matrix.sub_mulVec, Matrix.smul_mulVec, Matrix.one_mulVec]
  module

/-- Let `A` be symmetric with a positive quadratic form, the steps linearly independent, and
`f = A e` the residual of the error `e`. Then the projected `g` gives the error `e - S g` a
strictly lower energy `⟨v, A v⟩` than any other choice `h` of coefficients. -/
theorem projection_minimises_energy {A : Matrix n n ℝ} (hA : HasPositiveForm A)
    (hsymm : A.IsSymm) {S : Matrix n m ℝ} (hS : LinearIndependent ℝ S.col)
    {e : n → ℝ} {g h : m → ℝ} (hg : ProjectionCondition S (A * S) (A *ᵥ e) g)
    (hne : h ≠ g) :
    (e - S *ᵥ g) ⬝ᵥ A *ᵥ (e - S *ᵥ g) < (e - S *ᵥ h) ⬝ᵥ A *ᵥ (e - S *ᵥ h) := by
  have hsplit : e - S *ᵥ h = (e - S *ᵥ g) + S *ᵥ (g - h) := by
    rw [Matrix.mulVec_sub]
    abel
  -- the projection condition removes the cross terms
  have h1 : (S *ᵥ (g - h)) ⬝ᵥ A *ᵥ (e - S *ᵥ g) = 0 := by
    have hz : Sᵀ *ᵥ (A *ᵥ (e - S *ᵥ g)) = 0 := by
      rw [Matrix.mulVec_sub A, Matrix.mulVec_mulVec g A S]
      exact hg
    rw [← Matrix.vecMul_transpose, ← Matrix.dotProduct_mulVec, hz, dotProduct_zero]
  have h2 : (e - S *ᵥ g) ⬝ᵥ A *ᵥ (S *ᵥ (g - h)) = 0 := by
    rw [Matrix.dotProduct_mulVec, ← Matrix.mulVec_transpose, hsymm.eq, dotProduct_comm]
    exact h1
  have h3 := hA _ (step_ne_zero hS (sub_ne_zero.2 hne.symm))
  rw [hsplit, Matrix.mulVec_add, add_dotProduct, dotProduct_add, dotProduct_add, h1, h2]
  linarith

/-- The indefinite Jacobian `diag(1, -1)`. -/
def indefiniteJacobian : Matrix (Fin 2) (Fin 2) ℝ := !![1, 0; 0, -1]

/-- The single stored step `(1, 1)ᵀ`. -/
def diagonalStep : Matrix (Fin 2) (Fin 1) ℝ := !![1; 1]

/-- For the invertible `A = diag(1, -1)` and the nonzero step `S = (1, 1)ᵀ` the matrix
`Sᵀ A S` vanishes, and no `g` solves the projection condition for the residual `(1, 0)`. -/
theorem indefinite_breakdown :
    IsUnit indefiniteJacobian ∧ LinearIndependent ℝ diagonalStep.col ∧
      diagonalStepᵀ * (indefiniteJacobian * diagonalStep) = 0 ∧
      ¬ ∃ g, ProjectionCondition diagonalStep (indefiniteJacobian * diagonalStep) ![1, 0] g := by
  have hzero : diagonalStepᵀ * (indefiniteJacobian * diagonalStep) = 0 := by
    ext i j
    fin_cases i
    fin_cases j
    simp [diagonalStep, indefiniteJacobian, Matrix.mul_apply, Fin.sum_univ_succ]
  refine ⟨?_, ?_, hzero, ?_⟩
  · rw [Matrix.isUnit_iff_isUnit_det]
    simp [indefiniteJacobian, Matrix.det_fin_two]
  · apply Matrix.mulVec_injective_iff.1
    intro a b hab
    have h0 := congrFun hab 0
    ext i
    fin_cases i
    simpa [diagonalStep, Matrix.mulVec, dotProduct] using h0
  · rintro ⟨g, hg⟩
    -- the small system would read 0 = 1
    have h := (projectionCondition_iff _ _ _ _).1 hg
    rw [hzero, Matrix.zero_mulVec] at h
    have h0 := congrFun h 0
    simp [diagonalStep, Matrix.mulVec, dotProduct, Fin.sum_univ_succ] at h0

end

end MultisecantProjection
```

```lean
#print axioms MultisecantProjection.compressed_hasPositiveForm
#print axioms MultisecantProjection.multisecant_wellPosed
#print axioms MultisecantProjection.projection_minimises_energy
#print axioms MultisecantProjection.indefinite_breakdown
```

```
'MultisecantProjection.compressed_hasPositiveForm' depends on axioms: [propext, Classical.choice, Quot.sound]
'MultisecantProjection.multisecant_wellPosed' depends on axioms: [propext, Classical.choice, Quot.sound]
'MultisecantProjection.projection_minimises_energy' depends on axioms: [propext, Classical.choice, Quot.sound]
'MultisecantProjection.indefinite_breakdown' depends on axioms: [propext, Classical.choice, Quot.sound]
```

## From independent steps to a unique solution

`step_ne_zero` shows that $Sg\neq 0$ for $g \neq 0$: if $Sg$ were zero, it would equal $S0$, and injectivity of $S$ would force $g=0$. `compressed_hasPositiveForm` then proves the identity $g^T(S^TAS)g = \langle Sg,A\,Sg\rangle$ under the name `key`, by moving $S^T$ to the other side of the dot product, and applies positivity of $A$ to the vector $Sg$.

`projectionCondition_iff` turns the orthogonality condition into the small linear system. The main theorem first establishes injectivity as `hinj`, using the difference $a-b$ exactly as in the derivation. After invertibility has been obtained, the proof supplies $(S^TY)^{-1}S^Tf$ as the solution. The first bullet checks that it satisfies the system, and the second shows that any other solution equals it.

## The lemma that turns injectivity into invertibility

The proof turns on `Matrix.mulVec_injective_iff_isUnit`. For a square matrix over a field, it states that the map $g \mapsto Mg$ is injective exactly when $M$ is invertible. Positivity by itself only excludes a kernel; this lemma supplies surjectivity as well, and with it a solution for every right-hand side. It is the place where finite dimension does its work, since an injective linear map on an infinite-dimensional space may miss part of the space.

The lemma applies to $S^TY$, whose rows and columns are both indexed by `m`. The rectangular matrix $S$ needs the related `Matrix.mulVec_injective_iff`, which equates injectivity with independence of the columns and makes no claim of invertibility. The first lemma is used for the small matrix, the second for the steps.

## The remaining identities and the counterexample

`inverseJacobian_secant` multiplies out $HY$, cancels $(S^TY)^{-1}S^TY$, and ends with $\beta Y + (S-\beta Y)=S$. In `inverseJacobian_mulVec`, the intermediate result `hsolve` identifies $(S^TY)^{-1}S^Tf$ with $g$; the tactic `module` then settles the remaining vector algebra.

The energy proof follows the expansion above. `hsplit` is the decomposition $e-Sh = r+Sd$, `h1` and `h2` remove the cross terms, and `h3` says that the last term is positive. Only `h2` uses symmetry.

`indefinite_breakdown` has four parts: $A$ is invertible because its determinant is nonzero, the single column is independent, $S^TAS$ vanishes by evaluating its one entry, and no $g$ exists for the residual $(1,0)$. For the last part, a supposed solution is put into the small system, which becomes the contradiction $0=1$.
